# Between eigenstates of a projected Hamiltonian, velocity and length forms differ by the coupling through the complement

In a finite-dimensional state space, let `h` be a Hermitian Hamiltonian, `x` any matrix, and `u` and `v` eigenvectors of `php` with energies `E` and `F`. The matrix `p` is Hermitian and leaves both vectors unchanged; an orthogonal projector onto a space containing them is the usual case, but `p² = p` is not assumed. The lemma says that ⟨u|i[h, x]|v⟩ − i(E − F)⟨u|x|v⟩ equals i⟨u|ph(1 − p)xp − px(1 − p)hp|v⟩. The vectors need not be normalised, and for nonzero ones dividing the equation by ‖u‖‖v‖ gives the relation between normalised matrix elements. The proof rewrites the operator on the right as p[h, x]p minus a remainder containing `php`, then evaluates the matrix elements with the eigenvalue equations and the invariance of `u` and `v` under `p`.

Lean 4 with Mathlib refuses this proof:

```lean
import Mathlib

open Matrix
open scoped ComplexOrder

namespace ProjectedLengthVelocity

noncomputable section

section Algebra

variable {R : Type*} [Ring R]

/-- The commutator of two operators. -/
def comm (x y : R) : R := x * y - y * x

/-- The operator `x` projected on both sides by `p`. -/
def compress (p x : R) : R := p * x * p

/-- The difference of the two products of `h` and `a` that pass through the complement `1 - p`
between two factors `p`. -/
def leakage (p h a : R) : R := p * h * (1 - p) * a * p - p * a * (1 - p) * h * p

end Algebra

section Matrices

variable {n : Type*} [Fintype n] [DecidableEq n]

omit [DecidableEq n] in
/-- The matrix element of the operator `M` between the states `u` and `v`. -/
def element (u : n → ℂ) (M : Matrix n n ℂ) (v : n → ℂ) : ℂ := star u ⬝ᵥ (M *ᵥ v)

/-- The matrix element of the velocity operator `i[h, x]` between `u` and `v`. -/
def velocityElement (h x : Matrix n n ℂ) (u v : n → ℂ) : ℂ :=
  Complex.I * element u (comm h x) v

omit [DecidableEq n] in
/-- A Hermitian operator next to its eigenstate on the left of a matrix element gives
the eigenvalue. -/
theorem element_mul_left {A : Matrix n n ℂ} (hA : A.IsHermitian) {u : n → ℂ} {E : ℝ}
    (hu : A *ᵥ u = (E : ℂ) • u) (M : Matrix n n ℂ) (v : n → ℂ) :
    element u (A * M) v = E * element u M v := by
  have hl : star u ᵥ* A = (E : ℂ) • star u := by
    have h1 := Matrix.star_mulVec A u
    rw [hA.eq, hu] at h1
    rw [← h1]
    ext i
    simp [mul_comm]
  unfold element
  rw [← Matrix.mulVec_mulVec, Matrix.dotProduct_mulVec, hl, smul_dotProduct, smul_eq_mul]

/-- Let a Hermitian `p` leave `u` and `v` unchanged, and let these be eigenstates of `php` with
energies `E` and `F`. The velocity element minus the length form `i(E - F)⟨u|x|v⟩` is `i` times
the matrix element of the leakage. -/
theorem velocity_sub_length {p h : Matrix n n ℂ} (hP : p.IsHermitian) (hH : h.IsHermitian)
    (x : Matrix n n ℂ) {u v : n → ℂ} {E F : ℝ} (hpu : p *ᵥ u = u) (hpv : p *ᵥ v = v)
    (hu : compress p h *ᵥ u = (E : ℂ) • u) (hv : compress p h *ᵥ v = (F : ℂ) • v) :
    velocityElement h x u v - Complex.I * (E - F) * element u x v =
      Complex.I * element u (leakage p h x) v := by
  have hC : (compress p h).IsHermitian := by
    unfold Matrix.IsHermitian compress
    rw [conjTranspose_mul, conjTranspose_mul, hP.eq, hH.eq, mul_assoc]
  have left : ∀ M, element u (p * M) v = element u M v := by
    intro M
    have := element_mul_left hP (E := 1) (by simp [hpu]) M v
    simpa using this
  have right : ∀ M, element u (M * p) v = element u M v := by
    intro M
    unfold element
    rw [← Matrix.mulVec_mulVec, hpv]
  have energy : element u (x * compress p h) v = F * element u x v := by
    unfold element
    rw [← Matrix.mulVec_mulVec, hv, Matrix.mulVec_smul, dotProduct_smul, smul_eq_mul]
  have sub : ∀ M N, element u (M - N) v = element u M v - element u N v := by
    intro M N
    unfold element
    rw [Matrix.sub_mulVec, dotProduct_sub]
  -- split the identity between the operators into p and 1 - p
  have split : leakage p h x =
      p * (comm h x * p) - (compress p h * (x * p) - p * (x * compress p h)) := by
    unfold leakage comm compress
    noncomm_ring
  rw [split, sub, sub, left, right, left, element_mul_left hC hu, right, energy]
  unfold velocityElement
  ring

end Matrices

end

end ProjectedLengthVelocity
```

Messages:

```
Main.lean:66:42: error: unsolved goals
n : Type u_1
inst✝¹ : Fintype n
inst✝ : DecidableEq n
p h : Matrix n n ℂ
hP : p.IsHermitian
hH : h.IsHermitian
x : Matrix n n ℂ
u v : n → ℂ
E F : ℝ
hpu : p *ᵥ u = u
hpv : p *ᵥ v = v
hu : compress p h *ᵥ u = ↑E • u
hv : compress p h *ᵥ v = ↑F • v
hC : (compress p h).IsHermitian
M : Matrix n n ℂ
⊢ p *ᵥ ?m.140 = ?m.140
Main.lean:66:51: warning: This simp argument is unused:
  hpu

Hint: Omit it from the simp argument list.
  [apply] simp

Note: This linter can be disabled with `set_option linter.unusedSimpArgs false`
```

As a diff, the version that Lean accepts:

```diff
@@ -64,5 +64,5 @@
   have left : ∀ M, element u (p * M) v = element u M v := by
     intro M
-    have := element_mul_left hP (E := 1) (by simp [hpu]) M v
+    have := element_mul_left hP (u := u) (E := 1) (by simp [hpu]) M v
     simpa using this
   have right : ∀ M, element u (M * p) v = element u M v := by
```

The error comes from the auxiliary fact `left`, where `element_mul_left` is applied to `p` with eigenvalue 1. The vector `u` is an implicit argument of that lemma, and nothing in the call determines it: `hP`, `M` and `v` don't mention it, and the `have` states no type that could fix it. When `simp [hpu]` runs, the vector is therefore still the unknown `?m.140`. `simp` removes the factor 1 and is left with `p *ᵥ ?m.140 = ?m.140`. The hypothesis `hpu` speaks of the particular vector `u`, and `simp` does not fill in the goal's unknown to make it match.

The warning that `hpu` is unused has the same cause, so following its hint and omitting `hpu` would not help. The repair passes `(u := u)`, which makes the remaining goal `p *ᵥ u = u`, exactly what `hpu` supplies.
